# In a Slater determinant, one-body operators correlate only through matrix elements between occupied and virtual orbitals

Let \(\Phi\) be a normalised determinant with occupied set \(O\), and let \(\hat F=\sum_{pq}F_{pq}a_p^\dagger a_q\) and \(\hat G=\sum_{pq}G_{pq}a_p^\dagger a_q\), with arbitrary complex coefficients over finitely many orthonormal spin orbitals. Then

\[
\langle\Phi,\hat F\hat G\,\Phi\rangle-\langle\Phi,\hat F\Phi\rangle\langle\Phi,\hat G\Phi\rangle=\sum_{i\in O}\sum_{c\notin O}F_{ic}G_{ci}.
\]

Here \(a_p\) removes a particle from spin orbital \(p\) and \(a_p^\dagger\) adds one. Each term on the right describes \(\hat G\) lifting a particle from \(i\) to \(c\) and \(\hat F\) returning it. For Hermitian \(\hat F=\hat G\), the sum is the variance of the observable.

## Orbitals, operators and the determinant

The type `ι` labels the orbitals, and the finite type `n` labels an orthonormal basis of the many-particle state space. Operators are complex `n` by `n` matrices and states are vectors `n → ℂ`.

```lean
import Mathlib

open Matrix

namespace WickConnectedCorrelation

noncomputable section

variable {ι n : Type*} [DecidableEq ι] [Fintype n]
```

The annihilators obey the canonical anticommutation relations

\[
a_pa_q+a_qa_p=0,\qquad a_pa_q^\dagger+a_q^\dagger a_p=\delta_{pq}.
\]

The creator is the conjugate transpose `(a q)ᴴ`, so adjointness is built in. The Kronecker delta says that the orbitals are orthonormal; a non-orthogonal atomic basis has to be orthogonalised first. The state space may be larger than a single Fock space, since the vacuum is not required to be unique.

```lean
/-- The matrices `a p` are fermionic annihilation operators: they satisfy the canonical
anticommutation relations, with the conjugate transposes as creation operators. -/
structure IsCAR [DecidableEq n] (a : ι → Matrix n n ℂ) : Prop where
  anti : ∀ p q, a p * a q + a q * a p = 0
  car : ∀ p q, a p * (a q)ᴴ + (a q)ᴴ * a p = if p = q then 1 else 0
```

The determinant is described by what it forbids:

\[
\langle\Phi,\Phi\rangle=1,\qquad a_i^\dagger\Phi=0\ (i\in O),\qquad a_c\Phi=0\ (c\notin O).
\]

The second condition is Pauli exclusion and the third says that virtual orbitals are empty. In the usual Fock space these conditions fix the Slater determinant up to a phase.

```lean
/-- When the `a p` are fermionic annihilation operators (`IsCAR a`), this says that `Φ` is a unit
determinant with occupied set `O`: no particle can be added to an occupied orbital, and none can be
removed from an orbital outside `O`. -/
structure IsDeterminant (a : ι → Matrix n n ℂ) (O : Finset ι) (Φ : n → ℂ) : Prop where
  unit : star Φ ⬝ᵥ Φ = 1
  occ : ∀ i ∈ O, (a i)ᴴ *ᵥ Φ = 0
  virt : ∀ c, c ∉ O → a c *ᵥ Φ = 0
```

Write \(\langle A\rangle=\langle\Phi,A\Phi\rangle\), with complex conjugation on the left vector. This is linear in \(A\), and `expect` carries that linearity in its type, so sums and scalars can later be pulled out of it.

```lean
/-- The expectation value `⟨Φ, A Φ⟩`, as a linear functional of the operator `A`. -/
def expect (Φ : n → ℂ) : Matrix n n ℂ →ₗ[ℂ] ℂ where
  toFun A := star Φ ⬝ᵥ (A *ᵥ Φ)
  map_add' A B := by rw [Matrix.add_mulVec, dotProduct_add]
  map_smul' z A := by simp [Matrix.smul_mulVec, dotProduct_smul]
```

A coefficient matrix \(F\) on the orbitals becomes an operator \(\hat F\) on the state space. Hermiticity is not required.

```lean
/-- The one-body operator `∑ F_pq a_p† a_q`. -/
def oneBody [Fintype ι] (a : ι → Matrix n n ℂ) (F : Matrix ι ι ℂ) : Matrix n n ℂ :=
  ∑ p, ∑ q, F p q • ((a p)ᴴ * a q)
```

## Two ways for an expectation value to vanish

If \(B\Phi=0\), then

\[
\langle AB\rangle=\langle\Phi,A(B\Phi)\rangle=0.
\]

The proof reassociates the matrix action and inserts the hypothesis.

```lean
/-- A product whose rightmost factor annihilates `Φ` has zero expectation value. -/
theorem expect_mul_of_right {Φ : n → ℂ} {B : Matrix n n ℂ} (h : B *ᵥ Φ = 0)
    (A : Matrix n n ℂ) : expect Φ (A * B) = 0 := by
  change star Φ ⬝ᵥ ((A * B) *ᵥ Φ) = 0
  rw [← Matrix.mulVec_mulVec, h, Matrix.mulVec_zero, dotProduct_zero]
```

If instead \(A\Phi=0\), the adjoint can be moved to the left vector:

\[
\langle A^\dagger B\rangle=\langle A\Phi,B\Phi\rangle=0.
\]

In the code, `Matrix.dotProduct_mulVec` and `Matrix.star_mulVec` perform this move.

```lean
/-- A product whose leftmost factor is the adjoint of an operator annihilating `Φ` has zero
expectation value. -/
theorem expect_mul_of_left {Φ : n → ℂ} {A : Matrix n n ℂ} (h : A *ᵥ Φ = 0)
    (B : Matrix n n ℂ) : expect Φ (Aᴴ * B) = 0 := by
  change star Φ ⬝ᵥ ((Aᴴ * B) *ᵥ Φ) = 0
  rw [← Matrix.mulVec_mulVec, Matrix.dotProduct_mulVec, ← Matrix.star_mulVec, h, star_zero,
    zero_dotProduct]
```

## The one-particle density matrix

For \(p\in O\), one anticommutation puts the creator on the right:

\[
a_p^\dagger a_q=\delta_{qp}-a_qa_p^\dagger .
\]

The last term kills \(\Phi\), and normalisation gives \(\langle1\rangle=1\), so \(\langle a_p^\dagger a_q\rangle=\delta_{pq}\). For \(p\notin O\), \(\langle a_p^\dagger a_q\rangle=\langle a_p\Phi,a_q\Phi\rangle=0\). Writing \([\,\cdot\,]\) for 1 when a condition holds and 0 otherwise, both cases read

\[
\gamma_{pq}:=\langle a_p^\dagger a_q\rangle=\delta_{pq}\,[p\in O].
\]

The proof makes the same split on `p ∈ O`, using the two vanishing rules in turn.

```lean
variable [DecidableEq n] {a : ι → Matrix n n ℂ} {O : Finset ι} {Φ : n → ℂ}

/-- The one-particle density matrix `⟨a_p† a_q⟩` of a unit determinant is the identity on the
occupied orbitals and zero elsewhere. -/
theorem density_matrix (hC : IsCAR a) (hΦ : IsDeterminant a O Φ) (p q : ι) :
    expect Φ ((a p)ᴴ * a q) = if p = q ∧ p ∈ O then 1 else 0 := by
  have h1 : expect Φ 1 = 1 := by
    change star Φ ⬝ᵥ ((1 : Matrix n n ℂ) *ᵥ Φ) = 1
    rw [Matrix.one_mulVec, hΦ.unit]
  by_cases hp : p ∈ O
  · -- move the creator to the right, where it annihilates the determinant
    have h : (a p)ᴴ * a q = (if q = p then 1 else 0) - a q * (a p)ᴴ := by
      rw [← hC.car q p]; abel
    rw [h, map_sub, expect_mul_of_right (hΦ.occ p hp), sub_zero]
    by_cases hpq : q = p
    · subst hpq
      simp [hp, h1]
    · simp [hpq, Ne.symm hpq]
  · rw [expect_mul_of_left (hΦ.virt p hp)]
    simp [hp]
```

## One hole contraction times one particle contraction

For four operators the claim is

\[
\langle a_p^\dagger a_qa_r^\dagger a_s\rangle-\gamma_{pq}\gamma_{rs}
=\delta_{ps}[p\in O]\;\delta_{qr}[q\notin O].
\]

Suppose \(r\in O\). Moving \(a_r^\dagger\) to the right gives

\[
a_p^\dagger a_qa_r^\dagger a_s=\delta_{sr}\,a_p^\dagger a_q-a_p^\dagger a_qa_sa_r^\dagger .
\]

The last term has zero expectation, leaving \(\delta_{rs}\gamma_{pq}\). This equals \(\gamma_{pq}\gamma_{rs}\), so the difference is zero. The right side of the claim is also zero, because \(q=r\) would put \(q\) in \(O\).

Suppose \(r\notin O\). Moving \(a_r^\dagger\) to the left gives

\[
a_p^\dagger a_qa_r^\dagger a_s=\delta_{qr}\,a_p^\dagger a_s-a_p^\dagger a_r^\dagger a_qa_s .
\]

Now \(a_p^\dagger a_r^\dagger=(a_ra_p)^\dagger\), and \(a_ra_p\Phi=-a_pa_r\Phi=0\), so the last term again vanishes. Since \(\gamma_{rs}=0\), what remains is \(\delta_{qr}\gamma_{ps}=\delta_{qr}\delta_{ps}[p\in O]\), with \(q=r\) virtual as claimed.

In each branch below, `h` is the displayed operator identity, checked by `noncomm_ring` after the anticommutator has been inserted. The fact `h0` is \(a_ra_p\Phi=0\). This is the connected four-operator case of Wick's theorem, derived directly from the anticommutators without the general theorem for longer strings.

```lean
/-- The connected part of `⟨a_p† a_q a_r† a_s⟩` in a unit determinant is the hole contraction
of `p` with `s` times the particle contraction of `q` with `r`. -/
theorem connected_contraction (hC : IsCAR a) (hΦ : IsDeterminant a O Φ) (p q r s : ι) :
    expect Φ ((a p)ᴴ * a q * ((a r)ᴴ * a s))
        - expect Φ ((a p)ᴴ * a q) * expect Φ ((a r)ᴴ * a s)
      = (if p = s ∧ p ∈ O then 1 else 0) * (if q = r ∧ q ∉ O then 1 else 0) := by
  by_cases hr : r ∈ O
  · -- occupied `r`: its creator moves to the right
    have h : (a p)ᴴ * a q * ((a r)ᴴ * a s)
        = (a p)ᴴ * a q * (if s = r then 1 else 0) - ((a p)ᴴ * a q * a s) * (a r)ᴴ := by
      rw [← hC.car s r]; noncomm_ring
    have hq : ¬(q = r ∧ q ∉ O) := fun h => h.2 (by rw [h.1]; exact hr)
    rw [h, map_sub, expect_mul_of_right (hΦ.occ r hr), density_matrix hC hΦ r s, if_neg hq,
      mul_zero]
    by_cases hrs : s = r
    · subst hrs
      simp [hr]
    · simp [hrs, Ne.symm hrs]
  · -- virtual `r`: its creator moves to the left
    have h : (a p)ᴴ * a q * ((a r)ᴴ * a s)
        = (a p)ᴴ * (if q = r then 1 else 0) * a s - (a r * a p)ᴴ * (a q * a s) := by
      rw [← hC.car q r, Matrix.conjTranspose_mul]; noncomm_ring
    have h0 : (a r * a p) *ᵥ Φ = 0 := by
      rw [eq_neg_of_add_eq_zero_left (hC.anti r p), Matrix.neg_mulVec,
        ← Matrix.mulVec_mulVec, hΦ.virt r hr, Matrix.mulVec_zero, neg_zero]
    have hrs : ¬(r = s ∧ r ∈ O) := fun h => hr h.2
    rw [h, map_sub, expect_mul_of_left h0, density_matrix hC hΦ r s, if_neg hrs]
    by_cases hqr : q = r
    · subst hqr
      simp [hr, density_matrix hC hΦ p s]
    · simp [hqr]
```

## Summing over the orbital labels

By linearity, the connected correlation of \(\hat F\) and \(\hat G\) is

\[
\sum_{pqrs}F_{pq}G_{rs}\,\delta_{ps}[p\in O]\,\delta_{qr}[q\notin O]
=\sum_{p\in O}\sum_{q\notin O}F_{pq}G_{qp},
\]

which is the stated formula with \(p,q\) renamed \(i,c\).

From here on `ι` is finite, and `Oᶜ` is the set of virtual orbitals. If all orbitals are occupied, or none, the sum is empty and the correlation is zero. In the proof, `h1` and `h2` expand the two terms on the left, `key` collapses the sums over \(r\) and \(s\), and `inner_sum` restricts \(q\) to virtual orbitals. The final rewriting restricts \(p\) to occupied ones.

```lean
variable [Fintype ι]

/-- The connected correlation of two one-body operators in a unit determinant is
`∑ F_ic G_ci`, summed over occupied `i` and virtual `c`. -/
theorem connected_correlation (hC : IsCAR a) (hΦ : IsDeterminant a O Φ)
    (F G : Matrix ι ι ℂ) :
    expect Φ (oneBody a F * oneBody a G) - expect Φ (oneBody a F) * expect Φ (oneBody a G)
      = ∑ i ∈ O, ∑ c ∈ Oᶜ, F i c * G c i := by
  -- expand both terms over the four orbital labels
  have h1 : expect Φ (oneBody a F * oneBody a G) = ∑ p, ∑ q, ∑ r, ∑ s,
      F p q * G r s * expect Φ ((a p)ᴴ * a q * ((a r)ᴴ * a s)) := by
    simp only [oneBody, Finset.sum_mul]
    simp only [Finset.mul_sum, map_sum, smul_mul_assoc, mul_smul_comm, map_smul, smul_eq_mul]
    refine Finset.sum_congr rfl fun p _ => Finset.sum_congr rfl fun q _ =>
      Finset.sum_congr rfl fun r _ => Finset.sum_congr rfl fun s _ => ?_
    ring
  have h2 : expect Φ (oneBody a F) * expect Φ (oneBody a G) = ∑ p, ∑ q, ∑ r, ∑ s,
      F p q * G r s * (expect Φ ((a p)ᴴ * a q) * expect Φ ((a r)ᴴ * a s)) := by
    simp only [oneBody, map_sum, map_smul, smul_eq_mul, Finset.sum_mul]
    simp only [Finset.mul_sum]
    refine Finset.sum_congr rfl fun p _ => Finset.sum_congr rfl fun q _ =>
      Finset.sum_congr rfl fun r _ => Finset.sum_congr rfl fun s _ => ?_
    ring
  -- the contractions fix `r = q` and `s = p`
  have key : ∀ p q, (∑ r, ∑ s, F p q * G r s *
      ((if p = s ∧ p ∈ O then 1 else 0) * (if q = r ∧ q ∉ O then 1 else 0)))
      = if p ∈ O then (if q ∈ Oᶜ then F p q * G q p else 0) else 0 := by
    intro p q
    refine (Finset.sum_eq_single q ?_ ?_).trans ((Finset.sum_eq_single p ?_ ?_).trans ?_)
    · intro r _ hr
      exact Finset.sum_eq_zero fun s _ => by simp [Ne.symm hr]
    · intro h
      exact absurd (Finset.mem_univ _) h
    · intro s _ hs
      simp [Ne.symm hs]
    · intro h
      exact absurd (Finset.mem_univ _) h
    · by_cases hp : p ∈ O <;> by_cases hq : q ∈ O <;> simp [hp, hq]
  have inner_sum : ∀ p, (∑ q, if p ∈ O then (if q ∈ Oᶜ then F p q * G q p else 0) else 0)
      = if p ∈ O then ∑ c ∈ Oᶜ, F p c * G c p else 0 := by
    intro p
    by_cases hp : p ∈ O
    · simp only [hp, if_true, Finset.sum_ite_mem, Finset.univ_inter]
    · simp [hp]
  rw [h1, h2]
  simp only [← Finset.sum_sub_distrib, ← mul_sub, connected_contraction hC hΦ]
  simp only [key]
  simp only [inner_sum]
  rw [Finset.sum_ite_mem, Finset.univ_inter]
```

## The variance of a Hermitian operator

If \(F\) is Hermitian, \(F_{ci}=\overline{F_{ic}}\). Setting \(G=F\) gives

\[
\langle\hat F^2\rangle-\langle\hat F\rangle^2=\sum_{i\in O}\sum_{c\notin O}|F_{ic}|^2 .
\]

The left side is a complex number in Lean, so the theorem equates it with a real sum viewed as complex.

```lean
/-- The variance of a Hermitian one-body operator in a unit determinant is the sum of
`|F_ic|²` over occupied `i` and virtual `c`. -/
theorem variance_oneBody (hC : IsCAR a) (hΦ : IsDeterminant a O Φ)
    {F : Matrix ι ι ℂ} (hF : F.IsHermitian) :
    expect Φ (oneBody a F * oneBody a F) - expect Φ (oneBody a F) ^ 2
      = ((∑ i ∈ O, ∑ c ∈ Oᶜ, ‖F i c‖ ^ 2 : ℝ) : ℂ) := by
  rw [sq, connected_correlation hC hΦ]
  simp only [Complex.ofReal_sum]
  refine Finset.sum_congr rfl fun i _ => Finset.sum_congr rfl fun c _ => ?_
  rw [← hF.apply c i, Complex.star_def, Complex.mul_conj, Complex.normSq_eq_norm_sq]
```

A sum of non-negative terms vanishes only if every term does. The variance is therefore zero exactly when \(F_{ic}=0\) for every occupied \(i\) and virtual \(c\). The proof applies this argument first to the sum over \(i\), then to the sum over \(c\).

For a Fock operator in a finite orbital basis, a one-body operator, this is the vanishing occupied–virtual block reached at self-consistency in closed-shell or unrestricted Hartree–Fock; the variance of the full interacting Hamiltonian is a different quantity.

```lean
/-- A Hermitian one-body operator has zero variance in a unit determinant exactly when it has
no matrix element between an occupied and a virtual orbital. -/
theorem variance_eq_zero_iff (hC : IsCAR a) (hΦ : IsDeterminant a O Φ)
    {F : Matrix ι ι ℂ} (hF : F.IsHermitian) :
    expect Φ (oneBody a F * oneBody a F) - expect Φ (oneBody a F) ^ 2 = 0
      ↔ ∀ i ∈ O, ∀ c, c ∉ O → F i c = 0 := by
  rw [variance_oneBody hC hΦ hF, Complex.ofReal_eq_zero]
  constructor
  · -- a vanishing sum of squares vanishes term by term
    intro h i hi c hc
    have hn : ∀ i ∈ O, 0 ≤ ∑ c ∈ Oᶜ, ‖F i c‖ ^ 2 :=
      fun i _ => Finset.sum_nonneg fun c _ => sq_nonneg _
    have h1 := (Finset.sum_eq_zero_iff_of_nonneg hn).1 h i hi
    have h2 := (Finset.sum_eq_zero_iff_of_nonneg
      (fun c _ => sq_nonneg ‖F i c‖)).1 h1 c (Finset.mem_compl.2 hc)
    simpa using h2
  · intro h
    exact Finset.sum_eq_zero fun i hi => Finset.sum_eq_zero fun c hc => by
      simp [h i hi c (Finset.mem_compl.1 hc)]
```

## Two orbitals, one particle

An explicit model shows that the assumptions can be met. Take orbitals 0 and 1 and the occupation basis \(|00\rangle,|10\rangle,|01\rangle,|11\rangle\), with

\[
a_0|10\rangle=|00\rangle,\quad a_0|11\rangle=|01\rangle,\quad
a_1|01\rangle=|00\rangle,\quad a_1|11\rangle=-|10\rangle,
\]

and all other actions zero. The minus sign makes the two annihilators anticommute.

```lean
/-- Annihilation operators of two orbitals in the occupation basis `|00⟩, |10⟩, |01⟩, |11⟩`. -/
def twoOrbital : Fin 2 → Matrix (Fin 4) (Fin 4) ℂ :=
  ![!![0, 1, 0, 0; 0, 0, 0, 0; 0, 0, 0, 1; 0, 0, 0, 0],
    !![0, 0, 1, 0; 0, 0, 0, -1; 0, 0, 0, 0; 0, 0, 0, 0]]
```

The state \(|10\rangle\) has unit norm, cannot accept another particle in orbital 0, and has none to remove from orbital 1. It is thus a determinant with \(O=\{0\}\), and the general formula reduces to \(F_{01}G_{10}\). The proof verifies the relations entry by entry, running through the orbital labels and matrix indices with `fin_cases`.

```lean
/-- The two-orbital operators satisfy the anticommutation relations, and `|10⟩` is a unit
determinant with the first orbital occupied and the second empty. -/
theorem twoOrbital_witness :
    IsCAR twoOrbital ∧ IsDeterminant twoOrbital {0} ![0, 1, 0, 0] := by
  refine ⟨⟨?_, ?_⟩, ⟨?_, ?_, ?_⟩⟩
  · intro p q
    fin_cases p <;> fin_cases q <;> ext i j <;> fin_cases i <;> fin_cases j <;>
      simp [twoOrbital]
  · intro p q
    ext i j
    -- write the products entrywise before inserting the explicit matrices
    simp only [Matrix.add_apply, Matrix.mul_apply, Matrix.conjTranspose_apply,
      Fin.sum_univ_four]
    fin_cases p <;> fin_cases q <;> fin_cases i <;> fin_cases j <;> simp [twoOrbital]
  · simp [dotProduct, Fin.sum_univ_four]
  · intro i hi
    rw [Finset.mem_singleton.1 hi]
    ext k
    fin_cases k <;> simp [twoOrbital, Matrix.mulVec, dotProduct, Fin.sum_univ_four]
  · intro c hc
    have h1 : c = 1 := by
      rw [Finset.mem_singleton] at hc
      omega
    rw [h1]
    ext k
    fin_cases k <;> simp [twoOrbital, Matrix.mulVec, dotProduct, Fin.sum_univ_four]

end

end WickConnectedCorrelation
```

```lean
#print axioms WickConnectedCorrelation.variance_eq_zero_iff
-- 'WickConnectedCorrelation.variance_eq_zero_iff' depends on axioms: [propext, Classical.choice, Quot.sound]
```

## A superposition that breaks the formula

Normalisation and the anticommutation relations alone do not suffice; \(\Phi\) must also be tied to the occupied set. In the same two-orbital model, take

\[
\Psi=\frac{|10\rangle+|01\rangle}{\sqrt2},\qquad \hat F=\hat G=a_0^\dagger a_0 .
\]

Since \(\hat F^2=\hat F\) and \(\langle\Psi,\hat F\Psi\rangle=\tfrac12\), the variance is \(\tfrac12-\tfrac14=\tfrac14\). The coefficient matrix is diagonal, however, so the occupied–virtual sum is zero for every choice of \(O\).

The formula recovers the right value once the orbitals are rotated to \((\phi_0\pm\phi_1)/\sqrt2\), where \(\phi_0,\phi_1\) are the original orbitals. The plus combination is then occupied, the off-diagonal element of \(F\) is \(\tfrac12\), and its square is \(\tfrac14\).

## Dipole fluctuations from a rectangular block

When a mean-field calculation in a finite orbital basis yields a single determinant, one can transform the position matrix to the molecular orbitals and sum \(|x_{ic}|^2\) over its occupied–virtual block. This gives the variance, in that determinant, of the total electronic position along one axis, with the position operator projected onto the orbital basis; multiplying by the squared electron charge gives the corresponding dipole variance. Orbitals missing from the basis would add further non-negative terms, so the result is a lower bound on the variance of the unprojected operator in the same determinant. For a closed-shell determinant with doubly occupied spatial orbitals, the sum over spatial orbitals is multiplied by two.

For example, take two orthonormal site orbitals at \(\pm R/2\), with the position operator diagonal in the site basis. The bonding–antibonding element has magnitude \(R/2\). With two electrons in the bonding orbital, the variance of total position is \(2(R/2)^2=R^2/2\), and the dipole variance is \(e^2R^2/2\), where \(e\) is the elementary charge. No two-particle density matrix has to be formed.
